# The absorptive part of the one-loop vacuum polarization and the sign of the fermion loop

## Definitions and conventions

A photon of real squared momentum $s$ couples to one Dirac fermion of mass $m$ with fine-structure constant $\alpha$. The metric makes $s>0$ timelike, and $\hbar=c=1$. All parameters are real numbers, and every part except (e) assumes $m>0$ through the hypothesis `hm`.

```lean
import Mathlib

open Set Filter Topology MeasureTheory
open scoped Real

namespace VacuumPolarization

noncomputable section
```

The velocity factor `beta m s` is $\beta=\sqrt{1-4m^2/s}$. For $s>4m^2$ it is the speed of each fermion in the rest frame of the pair.

```lean
/-- The velocity factor `β = √(1 - 4m²/s)` for two particles, each of mass `m`, at squared centre-of-mass energy `s`. -/
def beta (m s : ℝ) : ℝ := Real.sqrt (1 - 4 * m ^ 2 / s)
```

The pair region `pairRegion m s` is the set $R$ of Feynman parameters $x\in[0,1]$ with $x(1-x)s>m^2$. Below, $J=\int_R x(1-x)\,dx$.

```lean
/-- The Feynman parameters `x ∈ [0,1]` with `x(1-x)s > m²`. -/
def pairRegion (m s : ℝ) : Set ℝ := {x | x ∈ Icc (0 : ℝ) 1 ∧ m ^ 2 < x * (1 - x) * s}
```

For complex squared momentum $z$, `vacPol η α m z` is
$$\Pi(z)=-\eta\,\frac{2\alpha}{\pi}\int_0^1 x(1-x)\,\mathrm{Log}\!\left(1-\frac{x(1-x)}{m^2}\,z\right)dx .$$
Here $\mathrm{Log}$ is the principal logarithm `Complex.log`, whose imaginary part is the phase `Complex.arg`, with values in $(-\pi,\pi]$. The function is subtracted at $z=0$, and its sign convention is that of a dressed propagator proportional to $1/[z(1-\Pi(z))]$. The number $\eta$ is the sign attached to the closed loop, $-1$ for fermions. The formula is a definition: the Dirac trace, the momentum integral and the renormalization that lead to it are taken as given. The choice $\eta=+1$ describes the same spinor loop with its minus sign removed, and not a loop of charged scalars, whose integrand is different.

```lean
/-- The subtracted one-loop vacuum polarization
`Π(z) = -η (2α/π) ∫₀¹ x(1-x) Log(1 - x(1-x) z/m²) dx` at complex squared momentum `z`,
with `η` the sign of the closed loop (`η = -1` for fermions). -/
def vacPol (η α m : ℝ) (z : ℂ) : ℂ :=
  ((-(η * (2 * α / π)) : ℝ) : ℂ) * ∫ x in (0 : ℝ)..1,
    ((x * (1 - x) : ℝ) : ℂ) * Complex.log (1 - ((x * (1 - x) / m ^ 2 : ℝ) : ℂ) * z)
```

Limits along `𝓝[>] 0` are limits $\varepsilon\to0^+$ over real $\varepsilon$. The counter-examples and the numerical instance are worked on paper and lie beyond the Lean statements.

## (a) The velocity factor

*Task.* For $s>4m^2$ (hypothesis `hs`), show that $0<\beta<1$ and $\beta^2=1-4m^2/s$.

*Solution.* Since $s>4m^2>0$, we have $0<4m^2/s<1$, so the radicand lies in $(0,1)$. Its square root is positive, less than $1$, and squares back to the radicand. In the code `h0` and `h1` are the two bounds on $4m^2/s$.

```lean
/-- Above threshold `0 < β < 1` and `β² = 1 - 4m²/s`. -/
theorem beta_facts {m s : ℝ} (hm : 0 < m) (hs : 4 * m ^ 2 < s) :
    0 < beta m s ∧ beta m s < 1 ∧ beta m s ^ 2 = 1 - 4 * m ^ 2 / s := by
  have m2 : 0 < m ^ 2 := pow_pos hm 2
  have s0 : 0 < s := by linarith
  have h1 : 4 * m ^ 2 / s < 1 := (div_lt_one s0).2 hs
  have h0 : 0 < 4 * m ^ 2 / s := by positivity
  unfold beta
  refine ⟨Real.sqrt_pos.2 (by linarith), ?_, Real.sq_sqrt (by linarith)⟩
  rw [Real.sqrt_lt' one_pos, one_pow]
  linarith
```

## (b) The pair region

*Task.* For $s>4m^2$, show that $R=(x_-,x_+)$ with $x_\pm=(1\pm\beta)/2$.

*Solution.* We have $x_-+x_+=1$ and $x_-x_+=(1-\beta^2)/4=m^2/s$. Hence
$$s\,(x-x_-)(x_+-x)=s\,(x-x^2)-s\,x_-x_+=x(1-x)s-m^2 .$$
As $s>0$, the left side is positive exactly when both brackets have the same strict sign. Both negative would give $x_+<x<x_-$, which contradicts $\beta>0$. Both positive means $x_-<x<x_+$, and then $x\in[0,1]$ because $\beta<1$. The factorisation is `key`, obtained from `hk`, which is $s\beta^2=s-4m^2$; `mul_pos_iff` produces the two sign cases.

```lean
/-- Above threshold the pair region is the open interval with ends `(1 ∓ β)/2`. -/
theorem pairRegion_eq {m s : ℝ} (hm : 0 < m) (hs : 4 * m ^ 2 < s) :
    pairRegion m s = Ioo ((1 - beta m s) / 2) ((1 + beta m s) / 2) := by
  obtain ⟨b0, b1, hb⟩ := beta_facts hm hs
  have m2 : 0 < m ^ 2 := pow_pos hm 2
  have s0 : 0 < s := by linarith
  have hk : s * beta m s ^ 2 = s - 4 * m ^ 2 := by rw [hb]; field_simp
  ext x
  -- factorise the quadratic through its two roots
  have key : x * (1 - x) * s - m ^ 2
      = s * ((x - (1 - beta m s) / 2) * ((1 + beta m s) / 2 - x)) := by
    linear_combination (-1 / 4) * hk
  constructor
  · rintro ⟨_, h⟩
    have hp : 0 < (x - (1 - beta m s) / 2) * ((1 + beta m s) / 2 - x) :=
      (mul_pos_iff_of_pos_left s0).1 (by linarith)
    rcases mul_pos_iff.1 hp with ⟨h1, h2⟩ | ⟨h1, h2⟩
    · exact ⟨by linarith, by linarith⟩
    · exfalso; linarith
  · rintro ⟨h1, h2⟩
    have := mul_pos s0 (mul_pos (sub_pos.2 h1) (sub_pos.2 h2))
    exact ⟨⟨by linarith, by linarith⟩, by linarith⟩
```

## (c) The integral over the region

*Task.* For $s>4m^2$, show that $J=\beta(3-\beta^2)/12$.

*Solution.* The function $F(x)=x^2/2-x^3/3$ has derivative $x(1-x)$, so $J=F(x_+)-F(x_-)$. With $x_+-x_-=\beta$ and $x_++x_-=1$,
$$x_+^2-x_-^2=\beta,\qquad x_+^3-x_-^3=\beta\left[(x_++x_-)^2-x_+x_-\right]=\frac{\beta(3+\beta^2)}{4},$$
and therefore $J=\beta/2-\beta(3+\beta^2)/12=\beta(3-\beta^2)/12$. In the code `hd` is $F'=x(1-x)$; the rewrite replaces $R$ by the interval of (b), passes to an interval integral, applies the fundamental theorem of calculus, and leaves the algebra to `ring`.

```lean
/-- Above threshold `x(1-x)` integrates over the pair region to `β(3 - β²)/12`. -/
theorem integral_pairRegion {m s : ℝ} (hm : 0 < m) (hs : 4 * m ^ 2 < s) :
    ∫ x in pairRegion m s, x * (1 - x) = beta m s * (3 - beta m s ^ 2) / 12 := by
  obtain ⟨b0, -, -⟩ := beta_facts hm hs
  have hd : ∀ x : ℝ, HasDerivAt (fun x : ℝ => x ^ 2 / 2 - x ^ 3 / 3) (x * (1 - x)) x := fun x =>
    (((hasDerivAt_pow 2 x).div_const 2).fun_sub ((hasDerivAt_pow 3 x).div_const 3)).congr_deriv
      (by ring1)
  have hc : Continuous fun x : ℝ => x * (1 - x) := by fun_prop
  rw [pairRegion_eq hm hs, ← integral_Ioc_eq_integral_Ioo,
    ← intervalIntegral.integral_of_le (by linarith),
    intervalIntegral.integral_eq_sub_of_hasDerivAt (fun x _ => hd x) (hc.intervalIntegrable _ _)]
  ring
```

## (d) Bounds

*Task.* For $s>4m^2$, show that $0<J<1/6$.

*Solution.* From $0<\beta<1$ follows $3-\beta^2>0$ (`h3`), so $J>0$. For the upper bound,
$$\frac16-J=\frac{2-3\beta+\beta^3}{12}=\frac{(1-\beta)^2(2+\beta)}{12}>0,$$
and the positivity of this product is `h`, which `nlinarith` uses.

```lean
/-- Above threshold the integral of `x(1-x)` over the pair region lies strictly between
`0` and `1/6`. -/
theorem integral_pairRegion_bounds {m s : ℝ} (hm : 0 < m) (hs : 4 * m ^ 2 < s) :
    0 < ∫ x in pairRegion m s, x * (1 - x) ∧ ∫ x in pairRegion m s, x * (1 - x) < 1 / 6 := by
  obtain ⟨b0, b1, -⟩ := beta_facts hm hs
  rw [integral_pairRegion hm hs]
  have h3 : 0 < 3 - beta m s ^ 2 := by nlinarith
  have h := mul_pos (pow_pos (sub_pos.2 b1) 2) (show 0 < 2 + beta m s by linarith)
  exact ⟨by have := mul_pos b0 h3; linarith, by nlinarith⟩
```

Both inequalities lose their strictness at the edges of the hypotheses. For $m=0$, $s=1$ one finds $\beta=1$, $R=(0,1)$ and $J=1/6$. For $m=1$, $s=4$ the region is empty and $J=0$.

## (e) The $i\varepsilon$ prescription

*Task.* Let $c\ge0$ and $s$ be real with $cs\ne1$. Show that the phase of $w(\varepsilon)=1-c(s+i\varepsilon)$ tends, as $\varepsilon\to0^+$, to $-\pi$ if $cs>1$ and to $0$ otherwise.

*Solution.* Write $w=(1-cs)-ic\varepsilon$, which tends to $1-cs$ (`ht`). If $cs>1$, then $c\neq0$, so $c>0$ and $\operatorname{Im}w=-c\varepsilon<0$. The point approaches the negative real axis from below and its phase tends to $-\pi$, although the phase on the axis itself is $+\pi$. If $cs<1$, the limit point is a positive real number, where the phase is continuous and equal to $0$. The two branches of `split_ifs` follow these cases; the first uses Mathlib's one-sided limit of the phase at the cut, the second uses membership of `Complex.slitPlane`, the plane without the non-positive real axis.

```lean
/-- The `iε` prescription: for `c ≥ 0` and `cs ≠ 1`, the phase of `1 - c(s + iε)` tends, as
`ε → 0⁺`, to `-π` if `cs > 1` and to `0` otherwise. -/
theorem arg_limit (c s : ℝ) (hc : 0 ≤ c) (h : c * s ≠ 1) :
    Tendsto (fun ε : ℝ => Complex.arg (1 - (c : ℂ) * (s + ε * Complex.I))) (𝓝[>] 0)
      (𝓝 (if 1 < c * s then -π else 0)) := by
  have hcont : Continuous fun ε : ℝ => (1 - (c : ℂ) * (s + ε * Complex.I)) := by fun_prop
  have ht : Tendsto (fun ε : ℝ => (1 - (c : ℂ) * (s + ε * Complex.I))) (𝓝[>] 0)
      (𝓝 (1 - (c : ℂ) * s)) := by
    have := (hcont.tendsto 0).mono_left (nhdsWithin_le_nhds (s := Ioi 0))
    simpa using this
  split_ifs with h1
  · -- the branch cut is approached from below
    have c0 : 0 < c := lt_of_le_of_ne hc (by rintro rfl; norm_num at h1)
    refine (Complex.tendsto_arg_nhdsWithin_im_neg_of_re_neg_of_im_zero
      (z := 1 - (c : ℂ) * s) ?_ ?_).comp (tendsto_nhdsWithin_iff.2 ⟨ht, ?_⟩)
    · simpa using h1
    · simp
    · filter_upwards [self_mem_nhdsWithin] with ε hε
      have hp : 0 < c * ε := mul_pos c0 hε
      have e : (1 - (c : ℂ) * (s + ε * Complex.I)).im = -(c * ε) := by simp
      show (1 - (c : ℂ) * (s + ε * Complex.I)).im < 0
      rw [e]; linarith
  · have h2 : c * s < 1 := lt_of_le_of_ne (not_lt.1 h1) h
    have hz : 1 - (c : ℂ) * s = ((1 - c * s : ℝ) : ℂ) := by simp
    have hsl : 1 - (c : ℂ) * s ∈ Complex.slitPlane := by
      rw [Complex.mem_slitPlane_iff, hz, Complex.ofReal_re]
      left; linarith
    have ha : Complex.arg (1 - (c : ℂ) * s) = 0 := by
      rw [hz]; exact Complex.arg_ofReal_of_nonneg (by linarith)
    have := (Complex.continuousAt_arg hsl).tendsto.comp ht
    rw [ha] at this
    exact this
```

For $c=s=1$, where $cs=1$, we get $w=-i\varepsilon$ with constant phase $-\pi/2$. For $c=-1$, $s=-2$ we have $cs>1$, but $w=-1+i\varepsilon$ has phase tending to $+\pi$.

## (f) The imaginary part for every real $s$

*Task.* For arbitrary real $\eta$, $\alpha$, $s$, show that $\operatorname{Im}\Pi(s+i\varepsilon)\to2\alpha\eta J$ as $\varepsilon\to0^+$.

*Solution.* Put $c(x)=x(1-x)/m^2$, which is non-negative on $[0,1]$. There are four steps.

First (`him`), let $\operatorname{Im}z\ne0$. Then $1-cz$ equals $1$ if $c=0$ and has non-zero imaginary part otherwise, so it avoids the cut. The integrand is continuous, and the imaginary part passes under the integral:
$$\operatorname{Im}\Pi(z)=-\eta\,\frac{2\alpha}{\pi}\int_0^1x(1-x)\arg\bigl(1-c(x)z\bigr)\,dx .$$

Second (`hnull`), the condition $c(x)s\neq1$ of (e) fails for at most two values of $x$. If $y(1-y)s=m^2$ and $x(1-x)s=m^2$, subtraction gives $(x-y)(x-(1-y))s=0$. Since $m^2>0$ forces $s\ne0$, either $x=y$ or $x=1-y$, a set of measure zero.

Third (`hD`), for all other $x$ in $(0,1]$ part (e) gives the pointwise limit of the integrand: $-\pi x(1-x)$ on $R$, where $c(x)s>1$ (`hiff`), and $0$ elsewhere. The bound $|\arg|\le\pi$ supplies the integrable majorant $\pi|x(1-x)|$, and dominated convergence shows that the integral tends to $-\pi J$. The step `hint` records that $R$ lies in $(0,1]$, since $x=0$ is not in $R$.

Fourth (`hv`), $-\eta(2\alpha/\pi)\cdot(-\pi J)=2\alpha\eta J$. The closing lines apply the first step with $z=s+i\varepsilon$.

```lean
/-- For every real `s`, `Im Π(s + iε)` tends as `ε → 0⁺` to `2αη` times the integral of
`x(1-x)` over the pair region. -/
theorem im_vacPol_limit (η α : ℝ) {m : ℝ} (hm : 0 < m) (s : ℝ) :
    Tendsto (fun ε : ℝ => (vacPol η α m (s + ε * Complex.I)).im) (𝓝[>] 0)
      (𝓝 (η * (2 * α) * ∫ x in pairRegion m s, x * (1 - x))) := by
  have m2 : 0 < m ^ 2 := pow_pos hm 2
  -- off the real axis the integrand is continuous and `Im Log = arg`
  have him : ∀ z : ℂ, z.im ≠ 0 → (vacPol η α m z).im = -(η * (2 * α / π)) * ∫ x in (0 : ℝ)..1,
      x * (1 - x) * Complex.arg (1 - ((x * (1 - x) / m ^ 2 : ℝ) : ℂ) * z) := by
    intro z hz
    have sl : ∀ c : ℝ, 1 - (c : ℂ) * z ∈ Complex.slitPlane := by
      intro c
      rw [Complex.mem_slitPlane_iff]
      by_cases hc : c = 0
      · left; simp [hc]
      · right; simp [hc, hz]
    have hc : Continuous fun x : ℝ => ((x * (1 - x) : ℝ) : ℂ) *
        Complex.log (1 - ((x * (1 - x) / m ^ 2 : ℝ) : ℂ) * z) :=
      Continuous.mul (by fun_prop) (Continuous.clog (by fun_prop) fun x => sl _)
    have hi : IntervalIntegrable _ volume 0 1 := hc.intervalIntegrable 0 1
    have := Complex.imCLM.intervalIntegral_comp_comm hi
    simp only [Complex.imCLM_apply, Complex.im_ofReal_mul, Complex.log_im] at this
    rw [vacPol, Complex.im_ofReal_mul, ← this]
  -- at most two values of `x` sit on the branch point
  have hnull : ∀ᵐ x : ℝ ∂volume, x * (1 - x) * s ≠ m ^ 2 := by
    by_cases hex : ∃ y : ℝ, y * (1 - y) * s = m ^ 2
    · obtain ⟨y, hy⟩ := hex
      have h0 : volume ({y, 1 - y} : Set ℝ) = 0 :=
        ((Set.finite_singleton _).insert _).measure_zero _
      have hs0 : s ≠ 0 := by rintro rfl; linarith
      rw [ae_iff]
      refine measure_mono_null (fun x hx => ?_) h0
      have hx' : x * (1 - x) * s = m ^ 2 := not_not.1 hx
      have hp : (x - y) * (x - (1 - y)) * s = 0 := by linear_combination hy - hx'
      simp only [mem_insert_iff, mem_singleton_iff]
      rcases mul_eq_zero.1 ((mul_eq_zero.1 hp).resolve_right hs0) with h | h
      · left; linarith
      · right; linarith
    · exact Eventually.of_forall fun x h => hex ⟨x, h⟩
  -- dominated convergence with `|arg| ≤ π`
  have hD : Tendsto (fun ε : ℝ => ∫ x in (0 : ℝ)..1, x * (1 - x) *
      Complex.arg (1 - ((x * (1 - x) / m ^ 2 : ℝ) : ℂ) * (s + ε * Complex.I))) (𝓝[>] 0)
      (𝓝 (∫ x in (0 : ℝ)..1, (pairRegion m s).indicator (fun x => x * (1 - x) * -π) x)) := by
    refine intervalIntegral.tendsto_integral_filter_of_dominated_convergence
      (fun x => ‖x * (1 - x)‖ * π) ?_ ?_ ?_ ?_
    · refine Eventually.of_forall fun ε => ?_
      have h0 : Measurable fun x : ℝ => x * (1 - x) := by fun_prop
      have h1 : Continuous fun x : ℝ =>
          1 - ((x * (1 - x) / m ^ 2 : ℝ) : ℂ) * (s + ε * Complex.I) := by fun_prop
      exact (h0.mul (Complex.measurable_arg.comp h1.measurable)).aestronglyMeasurable
    · exact Eventually.of_forall fun ε => Eventually.of_forall fun x _ =>
        (norm_mul _ _).le.trans
          (mul_le_mul_of_nonneg_left (Complex.abs_arg_le_pi _) (norm_nonneg _))
    · exact Continuous.intervalIntegrable (by fun_prop) 0 1
    · filter_upwards [hnull] with x hx hI
      rw [uIoc_of_le zero_le_one] at hI
      have hc : 0 ≤ x * (1 - x) / m ^ 2 :=
        div_nonneg (mul_nonneg hI.1.le (sub_nonneg.2 hI.2)) m2.le
      have e : x * (1 - x) / m ^ 2 * s = x * (1 - x) * s / m ^ 2 := by ring
      have hne : x * (1 - x) / m ^ 2 * s ≠ 1 := by
        rw [e]; exact fun h => hx ((div_eq_one_iff_eq m2.ne').1 h)
      have hiff : 1 < x * (1 - x) / m ^ 2 * s ↔ x ∈ pairRegion m s := by
        rw [e, one_lt_div m2]
        exact ⟨fun h => ⟨⟨hI.1.le, hI.2⟩, h⟩, fun h => h.2⟩
      have := (arg_limit _ s hc hne).const_mul (x * (1 - x))
      by_cases hR : x ∈ pairRegion m s
      · rw [if_pos (hiff.2 hR)] at this
        rw [indicator_of_mem hR]
        exact this
      · rw [if_neg (mt hiff.1 hR), mul_zero] at this
        rw [indicator_of_notMem hR]
        exact this
  have hO : MeasurableSet {x : ℝ | m ^ 2 < x * (1 - x) * s} :=
    (isOpen_lt continuous_const (by fun_prop)).measurableSet
  have hR : MeasurableSet (pairRegion m s) := (measurableSet_Icc (a := (0 : ℝ)) (b := 1)).inter hO
  have hint : Ioc (0 : ℝ) 1 ∩ pairRegion m s = pairRegion m s := by
    refine inter_eq_right.2 ?_
    rintro x ⟨⟨h0, h1⟩, h⟩
    exact ⟨lt_of_le_of_ne h0 (by rintro rfl; linarith), h1⟩
  rw [intervalIntegral.integral_of_le zero_le_one, setIntegral_indicator hR, hint,
    integral_mul_const] at hD
  have hv : ∀ J : ℝ, -(η * (2 * α / π)) * (J * -π) = η * (2 * α) * J := by
    intro J
    have := Real.pi_ne_zero
    field_simp
  have hL := hD.const_mul (-(η * (2 * α / π)))
  rw [hv] at hL
  refine hL.congr' ?_
  filter_upwards [self_mem_nhdsWithin] with ε hε
  exact (him _ (by simpa using (mem_Ioi.1 hε).ne')).symm
```

## (g) Above threshold

*Task.* For $s>4m^2$, show that $-\operatorname{Im}\Pi(s+i\varepsilon)\to-\eta\,\frac{\alpha}{3}\,\beta\,(1+2m^2/s)$.

*Solution.* By (f) and (c) the limit is $-2\alpha\eta\,\beta(3-\beta^2)/12$. By (a), $3-\beta^2=2+4m^2/s=2(1+2m^2/s)$, which gives the stated form; this identity is `hv`.

```lean
/-- Above threshold `-Im Π(s + iε)` tends as `ε → 0⁺` to `-η (α/3) β (1 + 2m²/s)`. -/
theorem absorptive_part (η α : ℝ) {m s : ℝ} (hm : 0 < m) (hs : 4 * m ^ 2 < s) :
    Tendsto (fun ε : ℝ => -(vacPol η α m (s + ε * Complex.I)).im) (𝓝[>] 0)
      (𝓝 (-η * (α / 3 * beta m s * (1 + 2 * m ^ 2 / s)))) := by
  obtain ⟨-, -, hb⟩ := beta_facts hm hs
  have hv : -(η * (2 * α) * (beta m s * (3 - beta m s ^ 2) / 12))
      = -η * (α / 3 * beta m s * (1 + 2 * m ^ 2 / s)) := by rw [hb]; ring
  have := (im_vacPol_limit η α hm s).neg
  rw [integral_pairRegion hm hs, hv] at this
  exact this
```

As an instance take $m=2$, $s=25$. Then $\beta=\sqrt{1-16/25}=3/5$ and $R=(1/5,4/5)$; at either end $x(1-x)s=4=m^2$. The formula of (c) gives $J=\frac35\cdot\frac{66}{25}\cdot\frac1{12}=\frac{33}{250}=0.132$, in agreement with $F(4/5)-F(1/5)=\frac{56}{375}-\frac{13}{750}=\frac{99}{750}$. For $\eta=-1$ the limit is $2\alpha J=0.264\,\alpha$, and also $\frac{\alpha}{3}\cdot\frac35\cdot\frac{33}{25}=0.264\,\alpha$.

## (h) At or below threshold

*Task.* For $s\le4m^2$, which includes all spacelike $s<0$, show that $\operatorname{Im}\Pi(s+i\varepsilon)\to0$.

*Solution.* For $x\in[0,1]$ the factor $x(1-x)$ is non-negative, so
$$x(1-x)s\le4m^2x(1-x)=m^2-m^2(1-2x)^2\le m^2 .$$
The two inequalities are `h2` and `h3`. The region is empty (`hE`), $J=0$, and (f) gives the claim.

```lean
/-- At or below threshold `Im Π(s + iε)` tends to zero as `ε → 0⁺`. -/
theorem im_vacPol_below_threshold (η α : ℝ) {m s : ℝ} (hm : 0 < m) (hs : s ≤ 4 * m ^ 2) :
    Tendsto (fun ε : ℝ => (vacPol η α m (s + ε * Complex.I)).im) (𝓝[>] 0) (𝓝 0) := by
  have hE : pairRegion m s = ∅ := by
    ext x
    simp only [mem_empty_iff_false, iff_false]
    rintro ⟨⟨h0, h1⟩, h⟩
    have h2 := mul_le_mul_of_nonneg_left hs (mul_nonneg h0 (sub_nonneg.2 h1))
    have h3 := mul_nonneg (sq_nonneg (1 - 2 * x)) (sq_nonneg m)
    nlinarith
  have := im_vacPol_limit η α hm s
  rw [hE, Measure.restrict_empty, integral_zero_measure, mul_zero] at this
  exact this
```

## (i) The sign of the loop

*Task.* Let $\alpha>0$, $\eta=\pm1$ and $s>4m^2$. Show that there is a real $W$ with $-\operatorname{Im}\Pi(s+i\varepsilon)\to W$, and that $W>0$ if and only if $\eta=-1$.

*Solution.* By (g), $W=-\eta P$ with $P=\frac{\alpha}{3}\beta(1+2m^2/s)$. Each factor of $P$ is positive (`hP`). For $\eta=-1$ we get $W=P>0$, and for $\eta=+1$ we get $W=-P<0$; these are the two cases of `rcases hη`. A limit along $\varepsilon\to0^+$ is unique, so $W$ is fixed by the parameters. At threshold, $s=4m^2$, part (h) gives the limit $0$ for both signs and the equivalence fails for $\eta=-1$.

The theorem speaks only of the limit $W$ and its sign. Reading $W$ as a pair-production weight, as the name of the theorem does, rests on the optical theorem, a consequence of unitarity that is not proved here; neither that theorem nor a normalised probability appears in the statement, and the minus sign of a fermion loop is an input that is not derived from anticommuting fields. In the name, `fermion` stands for $\eta=-1$ in this spinor loop. The theorem does not say that pairs of bosons have a negative weight: a loop of charged scalars, with its own integrand, also gives a positive weight above its threshold. Within that reading, the factor $\beta(1+2m^2/s)$ is the threshold dependence of fermion-pair creation by a timelike virtual photon, at lowest order in $\alpha$, for one species and with no interaction between the two fermions.

```lean
/-- Above threshold, for `α > 0` and loop sign `η = ±1`, the limit as `ε → 0⁺`
`W = lim (-Im Π(s + iε))` exists and is positive exactly when `η = -1`. -/
theorem pair_weight_pos_iff_fermion {η α m s : ℝ} (hη : η = 1 ∨ η = -1) (hα : 0 < α)
    (hm : 0 < m) (hs : 4 * m ^ 2 < s) :
    ∃ W : ℝ, Tendsto (fun ε : ℝ => -(vacPol η α m (s + ε * Complex.I)).im) (𝓝[>] 0) (𝓝 W) ∧
      (0 < W ↔ η = -1) := by
  obtain ⟨b0, -, -⟩ := beta_facts hm hs
  have s0 : 0 < s := by linarith [pow_pos hm 2]
  have hP : 0 < α / 3 * beta m s * (1 + 2 * m ^ 2 / s) := by positivity
  refine ⟨_, absorptive_part η α hm hs, ?_⟩
  rcases hη with rfl | rfl
  · exact ⟨fun h => by exfalso; linarith, fun h => by norm_num at h⟩
  · exact ⟨fun _ => rfl, fun _ => by linarith⟩

end

end VacuumPolarization
```

```lean
#print axioms VacuumPolarization.integral_pairRegion_bounds
-- 'VacuumPolarization.integral_pairRegion_bounds' depends on axioms: [propext, Classical.choice, Quot.sound]
#print axioms VacuumPolarization.im_vacPol_below_threshold
-- 'VacuumPolarization.im_vacPol_below_threshold' depends on axioms: [propext, Classical.choice, Quot.sound]
#print axioms VacuumPolarization.pair_weight_pos_iff_fermion
-- 'VacuumPolarization.pair_weight_pos_iff_fermion' depends on axioms: [propext, Classical.choice, Quot.sound]
```
